# For Z > 0, the integral of rⁿ exp(−(Z − ik)r) over r > 0 is n!/(Z − ik)ⁿ⁺¹

The theorem `wave_moment` concerns an oscillation in r with real wavenumber k, damped at a rate Z > 0 and multiplied by rⁿ, where n is a natural number. It states that this function is integrable over r > 0 and that its integral is n!/(Z − ik)ⁿ⁺¹, with 1/(Z − ik) written as `pole Z k`. The function is not normalised, and what is integrated is the function itself, not its squared modulus. The attempt proves integrability by comparison with a real damped power, then uses integration by parts to link each integral to the one before, and finishes by induction on n.

As first written in Lean, the proof fails:

```lean
import Mathlib

open MeasureTheory Set
open Complex (I)

namespace WaveMoment

noncomputable section

/-- The damped wave `r^n exp (-(Z - i k) r)`. -/
def wave (Z k : ℝ) (n : ℕ) : ℝ → ℂ :=
  fun r => (r : ℂ) ^ n * Complex.exp (-((Z : ℂ) - k * I) * r)

/-- The number `(Z + i k) / (k² + Z²)`, for `Z`, `k` not both zero. -/
def pole (Z k : ℝ) : ℂ := ⟨Z / (k ^ 2 + Z ^ 2), k / (k ^ 2 + Z ^ 2)⟩

/-- For `Z > 0` the damped wave is integrable over `r > 0`, with integral `n! pole^(n+1)`. -/
theorem wave_moment {Z : ℝ} (hZ : 0 < Z) (k : ℝ) (n : ℕ) :
    IntegrableOn (wave Z k n) (Ioi 0) ∧
      ∫ r in Ioi (0 : ℝ), wave Z k n r = ((n.factorial : ℝ) : ℂ) * pole Z k ^ (n + 1) := by
  have hi : ∀ m, IntegrableOn (wave Z k m) (Ioi 0) := fun m => by
    have hm : (-1 : ℝ) < m := by linarith [Nat.cast_nonneg (α := ℝ) m]
    have h0 : IntegrableOn (fun r : ℝ => r ^ m * Real.exp (-Z * r)) (Ioi 0) := by
      simpa only [Real.rpow_natCast, Real.rpow_one] using
        integrableOn_rpow_mul_exp_neg_mul_rpow (p := 1) hm (by norm_num) hZ
    refine Integrable.mono h0 (Continuous.aestronglyMeasurable (by unfold wave; fun_prop))
      (ae_of_all _ fun r => le_of_eq ?_)
    simp [wave, Complex.norm_exp]
  have hp : pole Z k * ((Z : ℂ) - k * I) = 1 := by
    have h : (k ^ 2 + Z ^ 2) * (k ^ 2 + Z ^ 2)⁻¹ = 1 := mul_inv_cancel₀ (by positivity)
    apply Complex.ext <;> simp only [pole, Complex.mul_re, Complex.mul_im, Complex.sub_re,
      Complex.sub_im, Complex.ofReal_re, Complex.ofReal_im, Complex.I_re, Complex.I_im,
      Complex.one_re, Complex.one_im]
    · linear_combination h
    · ring
  have solve : ∀ x y : ℂ, ((Z : ℂ) - k * I) * x = y → x = pole Z k * y := fun x y h => by
    rw [← h, ← mul_assoc, hp, one_mul]
  -- integration by parts links successive moments
  have hrec : ∀ m : ℕ, (m : ℂ) * (∫ r in Ioi (0 : ℝ), wave Z k (m - 1) r) -
      ((Z : ℂ) - k * I) * (∫ r in Ioi (0 : ℝ), wave Z k m r) = 0 - wave Z k m 0 := fun m => by
    have hd : ∀ r : ℝ, HasDerivAt (wave Z k m)
        ((m : ℂ) * wave Z k (m - 1) r - ((Z : ℂ) - k * I) * wave Z k m r) r := fun r => by
      have h := (hasDerivAt_pow m (r : ℂ)).fun_mul
        (((hasDerivAt_id (r : ℂ)).const_mul (-((Z : ℂ) - k * I))).cexp)
      exact h.comp_ofReal.congr_deriv (by simp only [wave, id_eq]; ring)
    have h1 := (hi (m - 1)).const_mul (m : ℂ)
    have h2 := (hi m).const_mul ((Z : ℂ) - k * I)
    rw [← integral_const_mul, ← integral_const_mul, ← integral_sub h1 h2]
    exact integral_Ioi_of_hasDerivAt_of_tendsto (hd 0).continuousAt.continuousWithinAt
      (fun r _ => hd r) (h1.sub h2)
      (tendsto_zero_of_hasDerivAt_of_integrableOn_Ioi (fun r _ => hd r) (h1.sub h2) (hi m))
  refine ⟨hi n, ?_⟩
  induction n with
  | zero =>
    have h := hrec 0
    rw [show wave Z k 0 0 = 1 by simp [wave], Nat.cast_zero] at h
    rw [solve _ 1 (by linear_combination -h)]
    simp
  | succ n ih =>
    have h := hrec (n + 1)
    rw [show wave Z k (n + 1) 0 = 0 by simp [wave], Nat.add_sub_cancel, ih] at h
    rw [solve _ _ (by linear_combination -h), Nat.factorial_succ]
    push_cast
    ring

end

end WaveMoment
```

Lean reports:

```
Main.lean:57:8: error: Invalid rewrite argument: The pattern to be substituted is a metavariable (`?m.675`) in this equality
  ?m.675 = pole Z k * 1
Main.lean:57:22: error: ring failed, ring expressions not equal
Z : ℝ
hZ : 0 < Z
k : ℝ
hi : ∀ (m : ℕ), IntegrableOn (wave Z k m) (Ioi 0) volume
hp : pole Z k * (↑Z - ↑k * I) = 1
solve : ∀ (x y : ℂ), (↑Z - ↑k * I) * x = y → x = pole Z k * y
hrec :
  ∀ (m : ℕ),
    (↑m * ∫ (r : ℝ) in Ioi 0, wave Z k (m - 1) r) - (↑Z - ↑k * I) * ∫ (r : ℝ) in Ioi 0, wave Z k m r = 0 - wave Z k m 0
h : (0 * ∫ (r : ℝ) in Ioi 0, wave Z k (0 - 1) r) - (↑Z - ↑k * I) * ∫ (r : ℝ) in Ioi 0, wave Z k 0 r = 0 - 1
⊢ (-(↑Z * ↑k * I) - ↑Z * ∫ (r : ℝ) in Ioi 0, wave Z k (0 - 1) r) + ↑Z ^ 2 +
      ↑k * I * ∫ (r : ℝ) in Ioi 0, wave Z k (0 - 1) r =
    0
Main.lean:62:8: error: Invalid rewrite argument: The pattern to be substituted is a metavariable (`?m.736`) in this equality
  ?m.736 = pole Z k * ?m.737
Main.lean:62:19: error: unsolved goals
Z : ℝ
hZ : 0 < Z
k : ℝ
hi : ∀ (m : ℕ), IntegrableOn (wave Z k m) (Ioi 0) volume
hp : pole Z k * (↑Z - ↑k * I) = 1
solve : ∀ (x y : ℂ), (↑Z - ↑k * I) * x = y → x = pole Z k * y
hrec :
  ∀ (m : ℕ),
    (↑m * ∫ (r : ℝ) in Ioi 0, wave Z k (m - 1) r) - (↑Z - ↑k * I) * ∫ (r : ℝ) in Ioi 0, wave Z k m r = 0 - wave Z k m 0
n : ℕ
ih : ∫ (r : ℝ) in Ioi 0, wave Z k n r = ↑↑n.factorial * pole Z k ^ (n + 1)
h : ↑(n + 1) * (↑↑n.factorial * pole Z k ^ (n + 1)) - (↑Z - ↑k * I) * ∫ (r : ℝ) in Ioi 0, wave Z k (n + 1) r = 0 - 0
⊢ (↑Z - ↑k * I) * ?m.736 = ?m.744
```

Diagnosis. The fact `solve` concludes `x = pole Z k * y`, so `rw` must look for `x` in the goal. Both calls leave `x` as `_`, and `rw` refuses a pattern that is only a metavariable. Those are the two "Invalid rewrite argument" errors.

The other two come from the `linear_combination` proofs, which ran before `x` was known. In the base case the leftover expression factors as (Z − ik)(Z − A), with A the integral: the unknown had been taken to be Z. In the successor step `y` is unknown too, and the side goal is left unsolved.

The repair uses `refine (solve …).trans ?_`. Matching this against the goal sets `x` to the integral on its left side before `linear_combination` runs, so `h` proves the required equation. The goal does not determine `y`, so the successor step now writes it out, as the product found in `h`; the base case already gave `1`. `Nat.factorial_succ` is still used to rewrite the goal, now on its own line because the `rw` that held it has gone.

The mended proof, as a diff:

```diff
@@ -55,10 +55,12 @@
     have h := hrec 0
     rw [show wave Z k 0 0 = 1 by simp [wave], Nat.cast_zero] at h
-    rw [solve _ 1 (by linear_combination -h)]
+    refine (solve _ 1 (by linear_combination -h)).trans ?_
     simp
   | succ n ih =>
     have h := hrec (n + 1)
     rw [show wave Z k (n + 1) 0 = 0 by simp [wave], Nat.add_sub_cancel, ih] at h
-    rw [solve _ _ (by linear_combination -h), Nat.factorial_succ]
+    refine (solve _ (((n + 1 : ℕ) : ℂ) * (((n.factorial : ℝ) : ℂ) * pole Z k ^ (n + 1)))
+      (by linear_combination -h)).trans ?_
+    rw [Nat.factorial_succ]
     push_cast
     ring
```
